# If every particle exchange multiplies a nonzero product wavefunction by a scalar, all the scalars are 1 and the orbitals are pairwise proportional

Suppose I give each electron its own orbital and multiply the orbitals together. Swapping two electrons then usually produces a different function, and not the old one times a sign. If I don't know which signs a single product can have, I may keep adjusting the orbitals in the hope of reaching the minus sign that fermions need, and a search that seems to succeed will have ended at the zero function.

I believe the situation is as follows. Take N ≥ 2 particles and F(x) = f₁(x₁) f₂(x₂) ⋯ f_N(x_N), not identically zero. If every exchange of two coordinates multiplies F by some complex number, then all these numbers are 1 and the orbitals are proportional to one another. Can this be derived step by step, without assuming beforehand that the numbers are ±1, and can the argument be checked by machine?

## Two orbitals compared at the same point

Yes to both. The idea is to let only the two exchanged particles move, and then to put them at the same place, where exchanging them does nothing.

Let X be the set of one-particle configurations, so that x assigns a point xₖ of X to each particle k, and write

F(x) = ∏ₖ fₖ(xₖ).

Since F is not identically zero, there is a configuration p with F(p) ≠ 0. A product of complex numbers is nonzero only if each factor is, so fₖ(pₖ) ≠ 0 for every k.

Choose two distinct particles i and j, and suppose that exchanging them multiplies F by c. Put particle i at u and particle j at v, and leave all others where p has them. The value of F there is

fᵢ(u) fⱼ(v) R,

where R is the product of fₖ(pₖ) over all k other than i and j. For two particles this product is empty and R = 1. In every case R ≠ 0.

After the exchange, particle i is at v and particle j is at u. The hypothesis therefore reads

fᵢ(v) fⱼ(u) R = c fᵢ(u) fⱼ(v) R,

and dividing by R gives, for all u and v in X,

fᵢ(v) fⱼ(u) = c fᵢ(u) fⱼ(v).  (1)

First set u = pⱼ and v = pᵢ:

fᵢ(pᵢ) fⱼ(pⱼ) = c fᵢ(pⱼ) fⱼ(pᵢ).

The left side is nonzero, so c ≠ 0. Now set u = pᵢ and v = pⱼ:

fᵢ(pⱼ) fⱼ(pᵢ) = c fᵢ(pᵢ) fⱼ(pⱼ).

The right side is nonzero, so fᵢ(pⱼ) ≠ 0 and fⱼ(pᵢ) ≠ 0. Each orbital is thus nonzero at the other particle's position as well as at its own. In particular both orbitals are nonzero at the single point pⱼ. With u = v = pⱼ, relation (1) becomes

fᵢ(pⱼ) fⱼ(pⱼ) = c fᵢ(pⱼ) fⱼ(pⱼ),

and cancelling the nonzero product leaves c = 1.

With c = 1 and v = pᵢ, relation (1) says that fᵢ(pᵢ) fⱼ(u) = fᵢ(u) fⱼ(pᵢ) for every u. Hence

fⱼ(u) = a fᵢ(u), with a = fⱼ(pᵢ) / fᵢ(pᵢ) ≠ 0.

If the hypothesis holds for every pair, so does the conclusion, which is the claim. Three consequences follow quickly.

- **Converse.** If fⱼ = a fᵢ, the part of F that depends on particles i and j is a fᵢ(xᵢ) fᵢ(xⱼ), which is unchanged when xᵢ and xⱼ are swapped.
- **One common orbital.** Choose any particle m and write fₖ = aₖ fₘ for each k. Then F(x) = A ∏ₖ fₘ(xₖ), where A = ∏ₖ aₖ ≠ 0.
- **No antisymmetric product.** If a single exchange turned a nonzero F into −F, the argument would give −1 = 1. So a product state that is antisymmetric under even one exchange is zero everywhere.

## The same argument in Lean

The file below contains the main claim and the three consequences.

```lean
import Mathlib

open Finset Function

namespace ProductStateExchange

variable {ι X : Type*} [Fintype ι] [DecidableEq ι]

/-- The product wavefunction in which particle `i` occupies the orbital `f i`. -/
def productState (f : ι → X → ℂ) : (ι → X) → ℂ :=
  fun x => ∏ i, f i (x i)

/-- The exchange operator, which swaps the coordinates of particles `i` and `j`
in a wavefunction. -/
def exchange (i j : ι) (F : (ι → X) → ℂ) : (ι → X) → ℂ :=
  fun x => F (x ∘ Equiv.swap i j)

/-- With particle `i` placed at `u` and particle `j` at `v`, the product state is the product
of their two orbital amplitudes and a factor from the other particles. -/
theorem productState_update (f : ι → X → ℂ) {i j : ι} (hij : i ≠ j) (p : ι → X) (u v : X) :
    productState f (update (update p i u) j v) =
      f i u * f j v * ∏ k ∈ (univ.erase i).erase j, f k (p k) := by
  have hj : j ∈ univ.erase i := Finset.mem_erase.mpr ⟨hij.symm, Finset.mem_univ j⟩
  -- the other particles do not notice the change
  have rest : ∏ k ∈ (univ.erase i).erase j, f k (update (update p i u) j v k) =
      ∏ k ∈ (univ.erase i).erase j, f k (p k) := by
    refine Finset.prod_congr rfl fun k hk => ?_
    have hkj : k ≠ j := Finset.ne_of_mem_erase hk
    have hki : k ≠ i := Finset.ne_of_mem_erase (Finset.mem_of_mem_erase hk)
    rw [update_of_ne hkj, update_of_ne hki]
  unfold productState
  rw [← Finset.mul_prod_erase univ _ (Finset.mem_univ i),
    ← Finset.mul_prod_erase (univ.erase i) _ hj, rest,
    update_self, update_of_ne hij, update_self]
  ring

omit [Fintype ι] in
/-- Swapping the coordinates of particles `i` and `j`, located at `u` and `v`, places them
at `v` and `u`. -/
theorem update_comp_swap {i j : ι} (hij : i ≠ j) (p : ι → X) (u v : X) :
    update (update p i u) j v ∘ Equiv.swap i j = update (update p i v) j u := by
  funext k
  by_cases hkj : k = j
  · rw [hkj]
    simp [hij]
  · by_cases hki : k = i
    · rw [hki]
      simp [hij]
    · simp [Equiv.swap_apply_of_ne_of_ne hki hkj, hki, hkj]

/-- If an exchange multiplies a product state by `c`, and the state is nonzero at some
configuration `p`, then the two orbitals involved obey a two-point exchange relation. -/
theorem orbital_exchange_relation {f : ι → X → ℂ} {i j : ι} (hij : i ≠ j) {p : ι → X}
    (hp : ∀ k, f k (p k) ≠ 0) {c : ℂ}
    (h : exchange i j (productState f) = c • productState f) (u v : X) :
    f i v * f j u = c * (f i u * f j v) := by
  have hR : ∏ k ∈ (univ.erase i).erase j, f k (p k) ≠ 0 :=
    Finset.prod_ne_zero_iff.mpr fun k _ => hp k
  have e := congrFun h (update (update p i u) j v)
  simp only [exchange, Pi.smul_apply, smul_eq_mul] at e
  rw [update_comp_swap hij, productState_update f hij, productState_update f hij] at e
  -- cancel the nonzero factor of the other particles
  apply mul_right_cancel₀ hR
  linear_combination e

/-- If exchanging two particles multiplies a nonzero product state by a scalar, then that
scalar is 1 and the orbitals of the two particles are proportional. -/
theorem single_exchange {f : ι → X → ℂ} (hF : productState f ≠ 0) {i j : ι} (hij : i ≠ j)
    {c : ℂ} (h : exchange i j (productState f) = c • productState f) :
    c = 1 ∧ ∃ a : ℂ, a ≠ 0 ∧ f j = a • f i := by
  obtain ⟨p, hp⟩ := Function.ne_iff.mp hF
  have hp' : ∏ k, f k (p k) ≠ 0 := hp
  have hk : ∀ k, f k (p k) ≠ 0 := fun k =>
    Finset.prod_ne_zero_iff.mp hp' k (Finset.mem_univ k)
  have rel := orbital_exchange_relation hij hk h
  have hc : c ≠ 0 := by
    intro hc
    have r := rel (p j) (p i)
    rw [hc, zero_mul] at r
    exact mul_ne_zero (hk i) (hk j) r
  -- both orbitals are also nonzero at the position of the other particle
  have hcross : f i (p j) * f j (p i) ≠ 0 := by
    rw [rel (p i) (p j)]
    exact mul_ne_zero hc (mul_ne_zero (hk i) (hk j))
  have hq : f i (p j) * f j (p j) ≠ 0 := mul_ne_zero (left_ne_zero_of_mul hcross) (hk j)
  -- at coincident positions the exchange does nothing, which fixes the scalar
  have hc1 : c = 1 := by
    have r := rel (p j) (p j)
    apply mul_right_cancel₀ hq
    linear_combination -r
  refine ⟨hc1, f j (p i) / f i (p i),
    div_ne_zero (right_ne_zero_of_mul hcross) (hk i), ?_⟩
  funext u
  have r := rel u (p i)
  rw [hc1, one_mul] at r
  rw [Pi.smul_apply, smul_eq_mul, div_mul_eq_mul_div, eq_div_iff (hk i)]
  linear_combination r

/-- If every exchange of two particles multiplies a nonzero product state by some scalar,
then all these scalars equal 1 and the orbitals are pairwise proportional. -/
theorem exchange_scalars_and_orbitals {f : ι → X → ℂ} (hF : productState f ≠ 0)
    {c : ι → ι → ℂ}
    (h : ∀ i j, i ≠ j → exchange i j (productState f) = c i j • productState f) :
    (∀ i j, i ≠ j → c i j = 1) ∧ ∀ i j, ∃ a : ℂ, a ≠ 0 ∧ f j = a • f i := by
  refine ⟨fun i j hij => (single_exchange hF hij (h i j hij)).1, fun i j => ?_⟩
  by_cases hij : i = j
  · exact ⟨1, one_ne_zero, by rw [hij, one_smul]⟩
  · exact (single_exchange hF hij (h i j hij)).2

/-- Conversely, if the orbitals of two particles are proportional, the product state is
unchanged when these particles are exchanged. -/
theorem exchange_eq_self_of_proportional {f : ι → X → ℂ} {i j : ι} (hij : i ≠ j) {a : ℂ}
    (h : f j = a • f i) : exchange i j (productState f) = productState f := by
  funext x
  have hx : update (update x i (x i)) j (x j) = x := by simp
  have hs := update_comp_swap hij x (x i) (x j)
  have h1 := productState_update f hij x (x i) (x j)
  have h2 := productState_update f hij x (x j) (x i)
  rw [hx] at hs h1
  have hv : ∀ u, f j u = a * f i u := fun u => congrFun h u
  change productState f (x ∘ Equiv.swap i j) = productState f x
  rw [hs, h1, h2, hv, hv]
  ring

/-- A nonzero product state that every exchange multiplies by some scalar is, up to a nonzero
constant, the state with all particles in the orbital of any chosen particle `m`. -/
theorem common_orbital {f : ι → X → ℂ} (hF : productState f ≠ 0) {c : ι → ι → ℂ}
    (h : ∀ i j, i ≠ j → exchange i j (productState f) = c i j • productState f) (m : ι) :
    ∃ A : ℂ, A ≠ 0 ∧ productState f = A • productState (fun _ : ι => f m) := by
  choose a ha hfa using (exchange_scalars_and_orbitals hF h).2 m
  refine ⟨∏ k, a k, Finset.prod_ne_zero_iff.mpr fun k _ => ha k, ?_⟩
  funext x
  change ∏ k, f k (x k) = (∏ k, a k) * ∏ k, f m (x k)
  rw [← Finset.prod_mul_distrib]
  exact Finset.prod_congr rfl fun k _ => congrFun (hfa k) (x k)

/-- A product state that changes sign under the exchange of two distinct particles vanishes
identically. -/
theorem antisymmetric_product_eq_zero {f : ι → X → ℂ} {i j : ι} (hij : i ≠ j)
    (h : exchange i j (productState f) = -productState f) : productState f = 0 := by
  by_contra hF
  have h' : exchange i j (productState f) = (-1 : ℂ) • productState f := by
    rw [h, neg_one_smul]
  have hc := (single_exchange hF hij h').1
  norm_num at hc

end ProductStateExchange
```

```lean
#print axioms ProductStateExchange.exchange_scalars_and_orbitals
#print axioms ProductStateExchange.exchange_eq_self_of_proportional
#print axioms ProductStateExchange.common_orbital
#print axioms ProductStateExchange.antisymmetric_product_eq_zero
```

```
'ProductStateExchange.exchange_scalars_and_orbitals' depends on axioms: [propext, Classical.choice, Quot.sound]
'ProductStateExchange.exchange_eq_self_of_proportional' depends on axioms: [propext, Classical.choice, Quot.sound]
'ProductStateExchange.common_orbital' depends on axioms: [propext, Classical.choice, Quot.sound]
'ProductStateExchange.antisymmetric_product_eq_zero' depends on axioms: [propext, Classical.choice, Quot.sound]
```

## What the definitions and theorems say

The type `ι` labels the particles and is finite. The type `X` is the one-particle configuration space and carries no structure at all: it can be ℝ³, a set of lattice sites, or position together with a spin label. A term `f : ι → X → ℂ` is a list of orbitals, one per particle, and a configuration is a function `ι → X`.

`productState f` is the wavefunction F. `exchange i j F` is the function whose value at x is the value of F at x with the coordinates of i and j swapped. It acts on wavefunctions, and no conjugation is involved.

The central theorem is `exchange_scalars_and_orbitals`. Its hypothesis `hF` says that F is not the zero function. Its hypothesis `h` says that for each pair i ≠ j the exchange multiplies F by a number `c i j`. These numbers may differ from pair to pair, and neither c² = 1 nor |c| = 1 is assumed. The conclusion is that `c i j = 1` whenever i ≠ j, and that for all i and j there is a nonzero `a` with `f j = a • f i`. The physical content of `h` is that exchanging two particles changes the wavefunction by no more than a constant factor. Wavefunctions of identical bosons satisfy this with the factor 1, and those of identical fermions with the factor −1.

`single_exchange` is the sharper version for one pair: it needs the hypothesis only for the two particles concerned. `exchange_eq_self_of_proportional` is the converse, and it also covers a = 0. `common_orbital` and `antisymmetric_product_eq_zero` state the other two consequences.

The particle number is not required to be at least 2. With one particle there are no pairs, the hypothesis `h` is empty, and the only orbital is proportional to itself with a = 1.

Orbitals here are functions with definite values at points, and equality means equality at every point. Normalisation, continuity and square integrability play no role. For wavefunctions identified when they agree almost everywhere, the step u = v would need a different argument, because in ℝ³ the coincident positions form a set of measure zero.

The theorems concern a single product. Sums of products, such as Slater determinants, can of course change sign under exchange without vanishing.

## How the lemmas follow the derivation

`productState_update` is the factorisation into fᵢ(u) fⱼ(v) R. The expression `update (update p i u) j v` is the configuration p with particle i moved to u and particle j to v. The proof splits off the factors for i and j from the full product and checks, under the name `rest`, that the remaining factors are unaffected by the move.

`update_comp_swap` confirms that swapping coordinates in this configuration puts i at v and j at u. It goes through the cases k = j, k = i and k neither.

`orbital_exchange_relation` is relation (1). It evaluates the exchange hypothesis at the modified configuration, rewrites both sides with the two preceding lemmas, and cancels R by `mul_right_cancel₀`. The fact that R is nonzero is `hR`.

`single_exchange` then makes the substitutions in the order used above. `hc` is c ≠ 0, `hcross` says that both orbitals are nonzero at the other particle's position, and `hq` says that both are nonzero at pⱼ. The step `hc1` sets u = v = pⱼ and obtains c = 1. The final lines supply the ratio `f j (p i) / f i (p i)` as the proportionality constant and verify it at every u from relation (1).

`exchange_scalars_and_orbitals` applies this to each pair and treats i = j separately with a = 1. In `common_orbital`, the `choose` step picks one constant aₖ for each particle, and the product of these constants is A. The antisymmetric case writes −F as (−1)F, applies `single_exchange`, and is left with the contradiction −1 = 1.

## Two particles on a grid

For two particles on a grid of M points, the orbitals are vectors and the product state is the matrix with entries F[u, v] = f₁[u] f₂[v]. In NumPy this is `np.outer(f1, f2)`, and exchanging the particles is the plain transpose `F.T`, without complex conjugation. The theorem says that a nonzero matrix of this form satisfies `F.T = c F` only with c = 1 and proportional vectors.

The smallest grid on which nonzero antisymmetric matrices exist has M = 2, with grid points 0 and 1. None of them is a product state, as a direct check shows. An antisymmetric matrix has zeros on its diagonal, so

f₁[0] f₂[0] = 0 and f₁[1] f₂[1] = 0,

while the off-diagonal entries must satisfy

f₁[0] f₂[1] = −f₁[1] f₂[0].

If f₁[0] ≠ 0, the first equation gives f₂[0] = 0, the last one then gives f₂[1] = 0, and F vanishes. If f₁[0] = 0 and f₁[1] ≠ 0, the same reasoning with the two points interchanged gives f₂ = 0. If f₁ is zero at both points, F vanishes at once.

An antisymmetric matrix can instead be built as the difference `F - F.T`, which is a 2 × 2 Slater determinant up to normalisation. For vectors of unit length with overlap s, its squared norm, summed over all pairs of grid points, is

2 − 2|s|².

This tends to zero as the orbitals become proportional. Dividing `F - F.T` by its norm to normalise the state then magnifies the rounding errors made in forming it.

Spin belongs to the coordinate in this comparison. Two electrons that share a spatial orbital φ but have opposite spins occupy φα and φβ, where α and β are the up and down spin functions. These are not proportional as functions of position and spin, so their product is not multiplied by any scalar under exchange, and the antisymmetric state needs both terms of the determinant.

For electronic structure, the result means that a single product of orbitals, as in the Hartree ansatz, cannot be a nonzero antisymmetric wavefunction for two or more electrons. For bosons, a single product is an admissible state only if all particles occupy the same orbital up to constant factors, which is the form of the mean-field ansatz for a condensate.
